# A carrier on equally coupled sites has no self-trapped ground state when the electronic curvature at least cancels the lattice attraction

When a polaron calculation starts from a localized charge in a distorted lattice and the charge spreads over the whole supercell, the run alone doesn't tell me what happened. The starting point may have been poor, or the energy function may have no localized ground state to find. In the second case, no choice of starting distortion will lead to a localized ground state.

I'd like to settle this in a small model. A carrier has real amplitudes $\psi_i$ on $n$ sites with $\sum_i\psi_i^2=1$, and its energy is

$$E(\psi)=-t\Big(\sum_i\psi_i\Big)^2+\frac{c-g}{2}\sum_i\psi_i^4 .$$

Here $t>0$ is a hopping strength, $c$ is the curvature of the electronic energy in the site occupation, and $g$, the lattice gain, is twice the energy that lattice relaxation gains when the whole charge sits on one site. I believe that for $c\ge g$ the energy is never below $-tn+(c-g)/(2n)$, and that only states with all amplitudes equal reach this value. Can this be proved rigorously, with the proof checked by machine? And how much net attraction, $g>c$, can the spread-out state survive?

## The energy excess as a sum over pairs of sites

The claim is true, and the bound with its equality case survives net attraction whenever $g-c<tn$. That condition is sufficient, but for $n\ge3$ it is not the exact limit. Both results follow from an exact formula for the energy above the uniform value

$$E_0=-tn+\frac{c-g}{2n}.$$

For any real numbers $f_i$ on the $n$ sites, expanding the square gives

$$\sum_{i,j}(f_i-f_j)^2=n\sum_i f_i^2-2\Big(\sum_i f_i\Big)^2+n\sum_j f_j^2
=2\Big[n\sum_i f_i^2-\Big(\sum_i f_i\Big)^2\Big],$$

where the sum runs over all ordered pairs. Take first $f_i=\psi_i$ and then $f_i=\psi_i^2$. With normalization,

$$\sum_{i,j}(\psi_i-\psi_j)^2=2\Big[n-\Big(\sum_i\psi_i\Big)^2\Big],\qquad
\sum_{i,j}(\psi_i^2-\psi_j^2)^2=2\Big[n\sum_i\psi_i^4-1\Big].$$

The energy excess is

$$E-E_0=t\Big[n-\Big(\sum_i\psi_i\Big)^2\Big]+\frac{c-g}{2n}\Big[n\sum_i\psi_i^4-1\Big].$$

Insert the two pair sums and use $\psi_i^2-\psi_j^2=(\psi_i-\psi_j)(\psi_i+\psi_j)$:

$$E-E_0=\frac12\sum_{i,j}(\psi_i-\psi_j)^2\,s_{ij},\qquad
s_{ij}=t+\frac{c-g}{2n}(\psi_i+\psi_j)^2 .$$

The factor $s_{ij}$ is a stiffness against an amplitude difference between sites $i$ and $j$. If $c\ge g$, then $s_{ij}\ge t>0$. If $c<g$, take $i\neq j$. Two distinct sites carry at most the whole charge, so

$$(\psi_i+\psi_j)^2\le 2(\psi_i^2+\psi_j^2)\le 2,\qquad s_{ij}\ge t-\frac{g-c}{n},$$

which is positive when $g-c<tn$. Terms with $i=j$ vanish whatever their stiffness.

Every term is therefore nonnegative, and $E\ge E_0$. If two amplitudes differ, their term is strictly positive and $E>E_0$. If all amplitudes agree, every term is zero and $E=E_0$.

For the opposite regime, put the carrier on one site. Its energy is $-t+(c-g)/2$, and

$$E_{\text{one site}}-E_0=\frac{n-1}{2n}\big[2tn-(g-c)\big].$$

For $n\ge2$ the one-site state thus lies below $E_0$ exactly when $g-c>2tn$.

## Two sites with amplitudes 0.8 and 0.6

Let $n=2$, $t=1$ and $\psi=(0.8,\,0.6)$, which is normalized. Then $(\sum_i\psi_i)^2=1.96$ and $\sum_i\psi_i^4=0.5392$.

For $c-g=1$ the energy is $-1.96+0.2696=-1.6904$, while $E_0=-1.75$. The excess is $0.0596$. The pair formula gives the same: the two ordered pairs cancel the factor $\tfrac12$, leaving $0.2^2\times(1+0.25\times1.96)=0.04\times1.49=0.0596$.

For $g-c=3$, which lies between $tn=2$ and $2tn=4$, the excess becomes $0.04\times(1-0.75\times1.96)=-0.0188$. This unequal state beats the uniform one, although the one-site state is still $0.25$ above it. Comparing only the fully localized and the uniform state can therefore miss the instability.

## What the theorems say about the carrier

A state is a function `ψ : Fin n → ℝ`, one real amplitude per site, and `hψ` is its normalization. The functional is `energy t c g ψ`, and $s_{ij}$ is `pairStiffness t c g ψ i j`.

The theorem `no_self_trapping` assumes `0 < t`, `g ≤ c` and `hψ`. Its conclusion has two parts: the lower bound, and the equivalence of equality with `∀ i j, ψ i = ψ j`. For a normalized state this condition means that every amplitude is $1/\sqrt n$, or every amplitude is $-1/\sqrt n$. There is no separate assumption $n\ge1$, because a normalized state cannot live on zero sites. On a single site the only states are $\pm1$, and both attain the bound.

`no_self_trapping_below_threshold` replaces `g ≤ c` by the weaker `g - c < t * n`. `uniform_state` shows that the bound is attained for every $n\ge1$, so it is the minimum energy under either hypothesis. `localized_below_uniform_iff` treats the one-site state, written `Pi.single k 1`, for $n\ge2$.

The energy function is postulated. The term in $c$ stands for an electronic energy that is convex in the occupation $p_i=\psi_i^2$, as residual self-interaction in a semilocal density functional can produce. The term in $g$ stands for a local harmonic lattice: minimizing $\tfrac12Kx^2-Fxp_i$ over a displacement $x$, with spring constant $K>0$ and coupling $F$, gives $-\tfrac12(F^2/K)p_i^2$, hence $g=F^2/K$.

The hopping connects every pair of sites with equal strength. The squared sum in the energy also contains the diagonal part $-t\sum_i\psi_i^2$, which is the constant $-t$ for normalized states. The hopping energy of the uniform state is $-tn$, which falls without limit as $n$ grows at fixed $t$, so the condition $g-c<tn$ should not be carried over to a lattice with nearest-neighbour hopping.

The theorems concern real amplitudes, one carrier and the global minimum. They don't address metastable localized states, long-range polarization or the electrostatics of charged supercells. Within this one-carrier model with all-to-all hopping, they show how an electronic energy that is too convex can remove a polaron that lattice relaxation would otherwise stabilize, which is a concern when a density functional is chosen for polaron calculations.

## The Lean file

```lean
import Mathlib

open Finset

namespace PolaronSelfTrapping

noncomputable section

/-- Energy of a carrier with real amplitudes `ψ` on `n` sites: equal hopping `t` between all
sites, energy curvature `c` and lattice gain `g`. -/
def energy {n : ℕ} (t c g : ℝ) (ψ : Fin n → ℝ) : ℝ :=
  -t * (∑ i, ψ i) ^ 2 + (c - g) / 2 * ∑ i, ψ i ^ 4

/-- Stiffness against an amplitude difference between the sites `i` and `j`. -/
def pairStiffness {n : ℕ} (t c g : ℝ) (ψ : Fin n → ℝ) (i j : Fin n) : ℝ :=
  t + (c - g) / (2 * n) * (ψ i + ψ j) ^ 2

/-- A normalized state needs at least one site. -/
theorem sites_pos {n : ℕ} (ψ : Fin n → ℝ) (hψ : ∑ i, ψ i ^ 2 = 1) : (0 : ℝ) < n := by
  rcases Nat.eq_zero_or_pos n with h | h
  · subst h
    simp at hψ
  · exact_mod_cast h

/-- The squared differences over all ordered pairs of sites, expressed through the sum and the
sum of squares. -/
theorem pair_sum {n : ℕ} (f : Fin n → ℝ) :
    ∑ i, ∑ j, (f i - f j) ^ 2 = 2 * (n * ∑ i, f i ^ 2 - (∑ i, f i) ^ 2) := by
  simp only [sub_sq, sum_add_distrib, sum_sub_distrib, ← mul_sum, ← sum_mul, sum_const,
    card_univ, Fintype.card_fin, nsmul_eq_mul]
  ring

/-- The energy of a normalized state relative to `-t n + (c - g) / (2 n)` is half the sum over
ordered pairs of the squared amplitude difference times the pair stiffness. -/
theorem energy_excess {n : ℕ} (t c g : ℝ) (ψ : Fin n → ℝ) (hψ : ∑ i, ψ i ^ 2 = 1) :
    energy t c g ψ - (-t * n + (c - g) / (2 * n)) =
      1 / 2 * ∑ i, ∑ j, (ψ i - ψ j) ^ 2 * pairStiffness t c g ψ i j := by
  have hn := (sites_pos ψ hψ).ne'
  -- the pair identity for the amplitudes
  have h1 := pair_sum ψ
  rw [hψ] at h1
  -- the pair identity for the densities
  have h2 : ∑ i, ∑ j, (ψ i ^ 2 - ψ j ^ 2) ^ 2 = 2 * (n * ∑ i, ψ i ^ 4 - 1) := by
    have q : ∑ i, (ψ i ^ 2) ^ 2 = ∑ i, ψ i ^ 4 := sum_congr rfl fun i _ => by ring
    have h := pair_sum (fun i => ψ i ^ 2)
    simp only [q, hψ] at h
    rw [h]
    ring
  have split : ∑ i, ∑ j, (ψ i - ψ j) ^ 2 * pairStiffness t c g ψ i j =
      t * ∑ i, ∑ j, (ψ i - ψ j) ^ 2 +
        (c - g) / (2 * n) * ∑ i, ∑ j, (ψ i ^ 2 - ψ j ^ 2) ^ 2 := by
    simp only [mul_sum, ← sum_add_distrib]
    refine sum_congr rfl fun i _ => sum_congr rfl fun j _ => ?_
    unfold pairStiffness
    ring
  rw [split, h1, h2]
  unfold energy
  field_simp
  ring

/-- For `t > 0`, a normalized state and net attraction `g - c` below `t n`, the stiffness of every
pair of distinct sites is positive. -/
theorem pairStiffness_pos {n : ℕ} {t c g : ℝ} (ht : 0 < t) (hg : g - c < t * n)
    (ψ : Fin n → ℝ) (hψ : ∑ i, ψ i ^ 2 = 1) {i j : Fin n} (hij : i ≠ j) :
    0 < pairStiffness t c g ψ i j := by
  have hn := sites_pos ψ hψ
  -- two sites carry at most the whole charge
  have hp : ψ i ^ 2 + ψ j ^ 2 ≤ 1 := by
    rw [← hψ, ← sum_pair (f := fun k => ψ k ^ 2) hij]
    exact sum_le_sum_of_subset_of_nonneg (subset_univ _) (fun k _ _ => sq_nonneg (ψ k))
  have hs : (ψ i + ψ j) ^ 2 ≤ 2 := by nlinarith [sq_nonneg (ψ i - ψ j)]
  have ha : 0 < t + (c - g) / n := by
    have e : t + (c - g) / n = (t * n + (c - g)) / n := by
      rw [add_div, mul_div_cancel_right₀ _ hn.ne']
    rw [e]
    exact div_pos (by linarith) hn
  have e2 : pairStiffness t c g ψ i j = t + (c - g) / n / 2 * (ψ i + ψ j) ^ 2 := by
    unfold pairStiffness
    ring
  rw [e2]
  rcases le_total 0 ((c - g) / (n : ℝ)) with h | h
  · have := mul_nonneg h (sq_nonneg (ψ i + ψ j))
    linarith
  · have := mul_nonneg_of_nonpos_of_nonpos h (sub_nonpos.mpr hs)
    linarith

/-- For `t > 0` and net attraction `g - c` below `t n`, every normalized state has energy at least
`-t n + (c - g) / (2 n)`, with equality exactly when all amplitudes are equal. -/
theorem no_self_trapping_below_threshold {n : ℕ} {t c g : ℝ} (ht : 0 < t)
    (hg : g - c < t * n) (ψ : Fin n → ℝ) (hψ : ∑ i, ψ i ^ 2 = 1) :
    -t * n + (c - g) / (2 * n) ≤ energy t c g ψ ∧
      (energy t c g ψ = -t * n + (c - g) / (2 * n) ↔ ∀ i j, ψ i = ψ j) := by
  have hex := energy_excess t c g ψ hψ
  have hterm : ∀ i j, 0 ≤ (ψ i - ψ j) ^ 2 * pairStiffness t c g ψ i j := by
    intro i j
    rcases eq_or_ne i j with h | h
    · subst h
      simp
    · exact mul_nonneg (sq_nonneg _) (pairStiffness_pos ht hg ψ hψ h).le
  refine ⟨?_, ?_, ?_⟩
  · have hsum : 0 ≤ ∑ i, ∑ j, (ψ i - ψ j) ^ 2 * pairStiffness t c g ψ i j :=
      sum_nonneg fun i _ => sum_nonneg fun j _ => hterm i j
    linarith
  · -- a single unequal pair already costs energy
    intro h i j
    by_contra hne
    have hij : i ≠ j := fun e => hne (congrArg ψ e)
    have hpos : 0 < (ψ i - ψ j) ^ 2 * pairStiffness t c g ψ i j :=
      mul_pos (pow_pos_of_ne hne) (pairStiffness_pos ht hg ψ hψ hij)
    have h1 : (ψ i - ψ j) ^ 2 * pairStiffness t c g ψ i j ≤
        ∑ l, (ψ i - ψ l) ^ 2 * pairStiffness t c g ψ i l :=
      single_le_sum (f := fun l => (ψ i - ψ l) ^ 2 * pairStiffness t c g ψ i l)
        (fun l _ => hterm i l) (mem_univ j)
    have h2 : ∑ l, (ψ i - ψ l) ^ 2 * pairStiffness t c g ψ i l ≤
        ∑ k, ∑ l, (ψ k - ψ l) ^ 2 * pairStiffness t c g ψ k l :=
      single_le_sum (f := fun k => ∑ l, (ψ k - ψ l) ^ 2 * pairStiffness t c g ψ k l)
        (fun k _ => sum_nonneg fun l _ => hterm k l) (mem_univ i)
    linarith
  · intro h
    have h0 : ∑ i, ∑ j, (ψ i - ψ j) ^ 2 * pairStiffness t c g ψ i j = 0 :=
      sum_eq_zero fun i _ => sum_eq_zero fun j _ => by
        rw [sub_eq_zero.mpr (h i j)]
        ring
    rw [h0] at hex
    linarith
where
  pow_pos_of_ne {a b : ℝ} (h : ¬ a = b) : 0 < (a - b) ^ 2 :=
    pow_pos_iff_aux (sub_ne_zero.mpr h)
  pow_pos_iff_aux {x : ℝ} (h : x ≠ 0) : 0 < x ^ 2 := by positivity

/-- If `t > 0` and the energy curvature is at least the lattice gain, every normalized state has
energy at least `-t n + (c - g) / (2 n)`, with equality exactly when all amplitudes are equal. -/
theorem no_self_trapping {n : ℕ} {t c g : ℝ} (ht : 0 < t) (hcg : g ≤ c)
    (ψ : Fin n → ℝ) (hψ : ∑ i, ψ i ^ 2 = 1) :
    -t * n + (c - g) / (2 * n) ≤ energy t c g ψ ∧
      (energy t c g ψ = -t * n + (c - g) / (2 * n) ↔ ∀ i j, ψ i = ψ j) := by
  have h := mul_pos ht (sites_pos ψ hψ)
  exact no_self_trapping_below_threshold ht (by linarith) ψ hψ

/-- The uniform state with amplitude `1 / √n` on every site is normalized and has energy
`-t n + (c - g) / (2 n)`. -/
theorem uniform_state {n : ℕ} (hn : 0 < n) (t c g : ℝ) :
    ∑ _i : Fin n, (1 / √(n : ℝ)) ^ 2 = 1 ∧
      energy t c g (fun _ : Fin n => 1 / √(n : ℝ)) = -t * n + (c - g) / (2 * n) := by
  have hn' : (0 : ℝ) < n := by exact_mod_cast hn
  have h1 : ∑ _i : Fin n, (1 / √(n : ℝ)) ^ 2 = 1 := by
    simp only [sum_const, card_univ, Fintype.card_fin, nsmul_eq_mul, div_pow, one_pow,
      Real.sq_sqrt hn'.le]
    exact mul_one_div_cancel hn'.ne'
  refine ⟨h1, ?_⟩
  have h := energy_excess t c g (fun _ : Fin n => 1 / √(n : ℝ)) h1
  simp only [sub_self, ne_eq, OfNat.ofNat_ne_zero, not_false_eq_true, zero_pow, zero_mul,
    sum_const_zero, mul_zero] at h
  linarith

/-- On two or more sites, the state localized on one site `k` lies below the energy
`-t n + (c - g) / (2 n)` exactly when the net attraction `g - c` exceeds `2 t n`. -/
theorem localized_below_uniform_iff {n : ℕ} (hn : 2 ≤ n) (t c g : ℝ) (k : Fin n) :
    energy t c g (Pi.single k 1) < -t * n + (c - g) / (2 * n) ↔ 2 * t * n < g - c := by
  have hn' : (2 : ℝ) ≤ n := by exact_mod_cast hn
  have hn0 : (n : ℝ) ≠ 0 := by linarith
  have s1 : ∑ i, (Pi.single k 1 : Fin n → ℝ) i = 1 := by simp [Pi.single_apply]
  have s4 : ∑ i, (Pi.single k 1 : Fin n → ℝ) i ^ 4 = 1 := by simp [Pi.single_apply, ite_pow]
  -- the energy difference factorizes
  have key : energy t c g (Pi.single k 1) - (-t * n + (c - g) / (2 * n)) =
      (n - 1) / (2 * n) * (2 * t * n - (g - c)) := by
    unfold energy
    rw [s1, s4]
    field_simp
    ring
  have hp : (0 : ℝ) < (n - 1) / (2 * n) := div_pos (by linarith) (by linarith)
  constructor
  · intro h
    by_contra hc
    have := mul_nonneg hp.le (sub_nonneg.mpr (not_lt.mp hc))
    linarith
  · intro h
    have := mul_neg_of_pos_of_neg hp (sub_neg.mpr h)
    linarith

end

end PolaronSelfTrapping
```

```lean
#print axioms PolaronSelfTrapping.no_self_trapping
-- 'PolaronSelfTrapping.no_self_trapping' depends on axioms: [propext, Classical.choice, Quot.sound]
#print axioms PolaronSelfTrapping.uniform_state
-- 'PolaronSelfTrapping.uniform_state' depends on axioms: [propext, Classical.choice, Quot.sound]
#print axioms PolaronSelfTrapping.localized_below_uniform_iff
-- 'PolaronSelfTrapping.localized_below_uniform_iff' depends on axioms: [propext, Classical.choice, Quot.sound]
```

## How the proof follows the pair formula

`sites_pos` extracts $n>0$ from normalization, which makes the divisions by $n$ legitimate. `pair_sum` is the expansion of the squared differences: `simp only` distributes the double sum and pulls out constant factors, and `ring` collects the result.

`energy_excess` is the exact formula for $E-E_0$. Its steps `h1` and `h2` are the pair identities for amplitudes and densities. The step `split` separates the stiffness-weighted sum into a hopping part and a density part, using the factorization of $\psi_i^2-\psi_j^2$ term by term. After substitution, `field_simp` clears the denominators and `ring` closes the algebra. No sign of $t$, $c$ or $g$ is needed here.

`pairStiffness_pos` contains the physical estimate. The step `hp` says that two distinct sites carry at most the total charge: `sum_pair` writes their charge as a sum over a two-element set, which is then compared with the sum over all sites. The bound $(\psi_i+\psi_j)^2\le2$ is `hs`, and `ha` is $t+(c-g)/n>0$. The proof then splits on the sign of $(c-g)/n$, as the derivation does. Distinctness matters because for $i=j$ the square is $4\psi_i^2$, which can reach $4$.

In `no_self_trapping_below_threshold`, `hterm` shows that every term of the double sum is nonnegative, treating $i=j$ separately. Summing gives the bound. For the equality case, one direction assumes a pair with different amplitudes and derives a contradiction from its positive term; the other sets every difference to zero. `no_self_trapping` follows because $g\le c$ implies $g-c\le0<tn$.

`uniform_state` checks normalization and reads the energy from the excess formula, where all differences vanish. `localized_below_uniform_iff` evaluates the two sums for a one-site state, proves the factorized energy difference as `key`, and compares signs using $(n-1)/(2n)>0$.

## From one unequal pair to the whole sum

The proof that only states with equal amplitudes attain the minimum uses the Mathlib lemma `single_le_sum`. It says that one term of a finite sum is at most the whole sum, provided that all terms are nonnegative and the chosen index belongs to the summation set.

The energy excess is a nested sum, so the lemma is applied twice. In `h1` it bounds the term for the pair $(i,j)$ by the sum over the second site with $i$ fixed. In `h2` it bounds that row by the sum over all rows, whose nonnegativity comes from `sum_nonneg`. Together with `hpos`, this makes the double sum strictly positive, in conflict with the assumed equality $E=E_0$.

Both calls name the summand explicitly through `(f := ...)`. The value of a term at one index doesn't determine the function being summed, since several functions can share that value, so stating the function spares Lean the guess.
